# A density matrix that is idempotent at $x=0$ changes to first order only in its occupied–virtual blocks

Suppose a calculation of the response to a perturbation of strength $x$ reports that a spin orbital with population 1 at $x=0$ gains or loses population linearly in $x$. For small $x$ of one sign, the population then exceeds 1, which the Pauli principle forbids. A linear change in the population of an empty orbital fails in the same way, by making it negative for one sign of $x$. A first-order density with such terms cannot belong to a differentiable family of fermionic density matrices defined on both sides of $x=0$.

## Setting and claim

Take a finite, orthonormal set of spin orbitals that does not depend on $x$. Let $D(x)$ be the one-particle density matrix in this basis. It is Hermitian, and its eigenvalues, the natural occupation numbers, lie in $[0,1]$. Write $P=D(0)$, $Q=1-P$ and $D'$ for the derivative of $D$ at $x=0$. If $P^2=P$, as for a single Slater determinant, then

$$PD'P=0,\qquad QD'Q=0 .$$

So $D'=PD'Q+QD'P$: to first order the perturbation only mixes occupied with virtual orbitals. When the unperturbed state is itself a single determinant, as in Hartree–Fock response theory, the first-order density in such a fixed finite basis is therefore determined by its occupied–virtual block $PD'Q$ and the adjoint of that block. Idempotency is required at $x=0$ alone, so $D(x)$ may be a correlated density elsewhere.

## How the Lean statement expresses this

The spin orbitals are labelled by the finite type `n`, and matrices are complex, which includes real symmetric ones. `IsDensityMatrix D` says that `D` is Hermitian and that every real `μ` with a nonzero eigenvector satisfies $0\le\mu\le1$. This is the spin-orbital convention; a spin-summed closed-shell density must first be halved.

`population D v` is $v^\dagger Dv$ for any vector $v$, normalised or not. For $v\neq0$ the physical population is $v^\dagger Dv/v^\dagger v$.

The theorem `diagonal_blocks_vanish` has three hypotheses:

- `hD`: $D(x)$ is a density matrix for all $x$ in some neighbourhood of 0, on both sides.
- `hd`: each entry of $D(x)$ is differentiable at 0, with derivative `D' i j`.
- `hP`: $D(0)$ is idempotent.

Both signs of $x$ matter: $\mathrm{diag}(1-x,\,x)$ is a density matrix for $0\le x\le1$ and transfers population linearly. Idempotency at 0 matters too: $\mathrm{diag}(\tfrac12+x,\,\tfrac12-x)$ is a density matrix on both sides of 0, but there $P=Q=\tfrac12\,1$, so $PD'P=QD'Q=\tfrac14D'\neq0$.

Differentiability is assumed, not derived from a Hamiltonian. The setting also leaves out infinite-dimensional spaces and basis functions that move with the perturbation, where derivatives of the overlap matrix enter.

## Derivation

**Bounds on populations.** Let $u_k$ be orthonormal eigenvectors of $D$ with eigenvalues $\mu_k$. Then

$$v^\dagger Dv=\sum_k\mu_k|u_k^\dagger v|^2,\qquad 0\le v^\dagger Dv\le v^\dagger v .$$

**Stationary populations.** Put $p_v(x)=v^\dagger D(x)v$, so that $p_v'(0)=v^\dagger D'v$. If $Pv=v$, then $p_v(0)=v^\dagger v$, the largest allowed value. If $Pv=0$, then $p_v(0)=0$, the smallest. In both cases $p_v$ has a local extremum at 0, and hence $v^\dagger D'v=0$.

**From populations to blocks.** Let $R$ be $P$ or $Q$. For any $w$, the vector $Rw$ is fully occupied or empty, so $B=RD'R$ satisfies $w^\dagger Bw=0$ for all $w$. Inserting $u+w$ and $u+iw$ gives

$$u^\dagger Bw+w^\dagger Bu=0,\qquad i\,u^\dagger Bw-i\,w^\dagger Bu=0 .$$

The second equation says that the two terms are equal, and the first that their sum is zero. Thus $u^\dagger Bw=0$ for all $u,w$, and $B=0$.

**One-electron energy.** Let $F$ be a fixed matrix with $FP=PF$. Inserting the surviving blocks and using the cyclic property of the trace,

$$\mathrm{tr}(FD')=\mathrm{tr}(QFP\,D')+\mathrm{tr}(PFQ\,D')=0,$$

because $QFP=QPF=0$ and $PFQ=FPQ=0$. So $\mathrm{tr}(FD(x))$ is stationary at 0. If $F$ is a Fock matrix, it is held at its $x=0$ value here, and this trace is not the Hartree–Fock total energy.

## One orbital, then two

With one orbital, $D(x)$ is a single number in $[0,1]$ that equals 0 or 1 at $x=0$. Its derivative there vanishes, and there is nothing to mix with.

With two orbitals, labelled 0 and 1, consider

$$D(x)=\begin{pmatrix}1-x^2&x/2\\x/2&x^2\end{pmatrix},\qquad D'=\begin{pmatrix}0&1/2\\1/2&0\end{pmatrix}.$$

At $x=0.1$ the off-diagonal element is $0.05$, while only $0.01$ of an electron has moved from orbital 0 to orbital 1. The trace is 1 and the determinant is $0.0099-0.0025=0.0074$, so the eigenvalues are $\tfrac12(1\pm\sqrt{0.9704})$, about $0.9925$ and $0.0075$. They lie strictly between 0 and 1, so this density is not idempotent.

Only orbitals that are fully occupied or empty at $x=0$ have stationary populations in general. The normalised mixture $(1,1)/\sqrt2$ has population $(1+x)/2$, which is linear in $x$.

## The Lean file

```lean
import Mathlib

open Matrix Filter Topology
open scoped ComplexOrder

namespace FirstOrderDensityResponse

variable {n : Type*} [Fintype n] [DecidableEq n]

/-- A one-particle density matrix: Hermitian, with every eigenvalue (natural occupation
number) between 0 and 1. -/
def IsDensityMatrix (D : Matrix n n ℂ) : Prop :=
  D.IsHermitian ∧ ∀ (μ : ℝ) (v : n → ℂ), v ≠ 0 → D *ᵥ v = (μ : ℂ) • v → 0 ≤ μ ∧ μ ≤ 1

/-- The quadratic form `v† D v`; for a normalised orbital `v` it is the population of `v`. -/
def population (D : Matrix n n ℂ) (v : n → ℂ) : ℂ := star v ⬝ᵥ (D *ᵥ v)

/-- A Hermitian matrix without negative eigenvalues is positive semidefinite. -/
theorem posSemidef_of_eigenvalues {A : Matrix n n ℂ} (hA : A.IsHermitian)
    (h : ∀ (μ : ℝ) (v : n → ℂ), v ≠ 0 → A *ᵥ v = (μ : ℂ) • v → 0 ≤ μ) : A.PosSemidef := by
  refine hA.posSemidef_iff_eigenvalues_nonneg.2 fun i => ?_
  refine h _ (hA.eigenvectorBasis i).ofLp ?_ ?_
  · intro h0
    apply hA.eigenvectorBasis.orthonormal.ne_zero i
    ext k
    exact congrFun h0 k
  · exact (hA.mulVec_eigenvectorBasis i).trans (by ext k; simp)

/-- For a density matrix, `v† D v` is real and lies between 0 and `v† v`. -/
theorem population_bounds {D : Matrix n n ℂ} (h : IsDensityMatrix D) (v : n → ℂ) :
    0 ≤ (population D v).re ∧ (population D v).re ≤ (star v ⬝ᵥ v).re ∧
      (population D v).im = 0 := by
  have h1 : D.PosSemidef := posSemidef_of_eigenvalues h.1 fun μ w hw e => (h.2 μ w hw e).1
  -- an eigenvalue μ of 1 - D is an eigenvalue 1 - μ of D
  have h2 : (1 - D).PosSemidef := by
    refine posSemidef_of_eigenvalues (Matrix.isHermitian_one.sub h.1) fun μ w hw e => ?_
    have e' : D *ᵥ w = ((1 - μ : ℝ) : ℂ) • w := by
      rw [Matrix.sub_mulVec, Matrix.one_mulVec] at e
      push_cast
      rw [sub_smul, one_smul, ← e, sub_sub_cancel]
    linarith [(h.2 _ w hw e').2]
  have p1 := Complex.le_def.1 (h1.dotProduct_mulVec_nonneg v)
  have p2 := h2.dotProduct_mulVec_nonneg v
  rw [Matrix.sub_mulVec, Matrix.one_mulVec, dotProduct_sub] at p2
  have p3 := (Complex.le_def.1 p2).1
  rw [Complex.sub_re, Complex.zero_re] at p3
  exact ⟨p1.1, sub_nonneg.1 p3, p1.2.symm⟩

omit [DecidableEq n] in
/-- The derivative of `v† D(x) v` at `x = 0` is `v† D' v`, if `D'` is the derivative of `D`
there. -/
theorem hasDerivAt_population {D : ℝ → Matrix n n ℂ} {D' : Matrix n n ℂ}
    (hd : ∀ i j, HasDerivAt (fun x => D x i j) (D' i j) 0) (v : n → ℂ) :
    HasDerivAt (fun x => population (D x) v) (population D' v) 0 := by
  simp only [population, dotProduct, Matrix.mulVec]
  exact HasDerivAt.fun_sum fun i _ =>
    (HasDerivAt.fun_sum fun j _ => (hd i j).mul_const _).const_mul _

/-- Along a family of density matrices differentiable at 0, an orbital that is empty or fully
occupied at `x = 0` keeps its population to first order. -/
theorem population_stationary {D : ℝ → Matrix n n ℂ} {D' : Matrix n n ℂ}
    (hD : ∀ᶠ x in 𝓝 (0 : ℝ), IsDensityMatrix (D x))
    (hd : ∀ i j, HasDerivAt (fun x => D x i j) (D' i j) 0) {v : n → ℂ}
    (hv : D 0 *ᵥ v = 0 ∨ D 0 *ᵥ v = v) :
    HasDerivAt (fun x => population (D x) v) 0 0 := by
  have hp := hasDerivAt_population hd v
  have hre : HasDerivAt (fun x => (population (D x) v).re) (population D' v).re 0 :=
    Complex.reCLM.hasFDerivAt.comp_hasDerivAt (0 : ℝ) hp
  have him : HasDerivAt (fun x => (population (D x) v).im) (population D' v).im 0 :=
    Complex.imCLM.hasFDerivAt.comp_hasDerivAt (0 : ℝ) hp
  -- the population sits at an end of its allowed range
  have r0 : (population D' v).re = 0 := by
    rcases hv with hv | hv
    · have hmin : ∀ᶠ x in 𝓝 (0 : ℝ), (population (D 0) v).re ≤ (population (D x) v).re := by
        filter_upwards [hD] with x hx
        have h0 : population (D 0) v = 0 := by rw [population, hv, dotProduct_zero]
        rw [h0]
        exact (population_bounds hx v).1
      exact IsLocalMin.hasDerivAt_eq_zero (f := fun x => (population (D x) v).re) hmin hre
    · have hmax : ∀ᶠ x in 𝓝 (0 : ℝ), (population (D x) v).re ≤ (population (D 0) v).re := by
        filter_upwards [hD] with x hx
        have h0 : population (D 0) v = star v ⬝ᵥ v := by rw [population, hv]
        rw [h0]
        exact (population_bounds hx v).2.1
      exact IsLocalMax.hasDerivAt_eq_zero (f := fun x => (population (D x) v).re) hmax hre
  have i0 : (population D' v).im = 0 := by
    have hz : (fun x => (population (D x) v).im) =ᶠ[𝓝 0] fun _ => (0 : ℝ) := by
      filter_upwards [hD] with x hx
      exact (population_bounds hx v).2.2
    exact him.unique ((hasDerivAt_const (0 : ℝ) (0 : ℝ)).congr_of_eventuallyEq hz)
  have hz : population D' v = 0 := Complex.ext r0 i0
  rwa [hz] at hp

/-- If `v† M v` vanishes for every `v` in the range of a Hermitian matrix `R`, then the block
`R M R` is zero. -/
theorem block_eq_zero {R M : Matrix n n ℂ} (hR : R.IsHermitian)
    (h : ∀ v, population M (R *ᵥ v) = 0) : R * M * R = 0 := by
  have q : ∀ v, star v ⬝ᵥ ((R * M * R) *ᵥ v) = 0 := fun v => by
    simpa only [population, Matrix.star_mulVec, hR.eq, ← Matrix.dotProduct_mulVec,
      Matrix.mulVec_mulVec, Matrix.mul_assoc] using h v
  generalize R * M * R = B at q ⊢
  -- complex polarisation
  have key : ∀ u w, star u ⬝ᵥ (B *ᵥ w) = 0 := fun u w => by
    have h1 := q (u + w)
    have h2 := q (u + Complex.I • w)
    simp only [star_add, star_smul, Matrix.mulVec_add, Matrix.mulVec_smul, dotProduct_add,
      add_dotProduct, smul_dotProduct, dotProduct_smul, smul_eq_mul, Complex.star_def,
      Complex.conj_I, q u, q w] at h1 h2
    linear_combination (1 / 2) * h1 - (Complex.I / 2) * h2 +
      ((star u ⬝ᵥ (B *ᵥ w) - star w ⬝ᵥ (B *ᵥ u)) / 2) * Complex.I_sq
  ext i j
  have e := key (star (Pi.single i 1)) (Pi.single j 1)
  rw [star_star] at e
  simpa [Matrix.mulVec, dotProduct, Pi.single_apply] using e

/-- Let `D(x)` be density matrices for `x` near 0, differentiable at 0, with `D(0)` idempotent.
Then the occupied-occupied and virtual-virtual blocks of the first-order response vanish. -/
theorem diagonal_blocks_vanish {D : ℝ → Matrix n n ℂ} {D' : Matrix n n ℂ}
    (hD : ∀ᶠ x in 𝓝 (0 : ℝ), IsDensityMatrix (D x))
    (hd : ∀ i j, HasDerivAt (fun x => D x i j) (D' i j) 0) (hP : D 0 * D 0 = D 0) :
    D 0 * D' * D 0 = 0 ∧ (1 - D 0) * D' * (1 - D 0) = 0 := by
  have hH : (D 0).IsHermitian := hD.self_of_nhds.1
  constructor
  · refine block_eq_zero hH fun v => (hasDerivAt_population hd _).unique
      (population_stationary hD hd (Or.inr ?_))
    rw [Matrix.mulVec_mulVec, hP]
  · refine block_eq_zero (Matrix.isHermitian_one.sub hH) fun v =>
      (hasDerivAt_population hd _).unique (population_stationary hD hd (Or.inl ?_))
    rw [Matrix.mulVec_mulVec, mul_sub, mul_one, hP, sub_self, Matrix.zero_mulVec]

/-- Let `D(x)` be density matrices near 0, differentiable at 0, with `D(0)` idempotent. If `F`
commutes with `D(0)`, the trace `tr (F D(x))` is stationary at `x = 0`. -/
theorem energy_stationary {D : ℝ → Matrix n n ℂ} {D' F : Matrix n n ℂ}
    (hD : ∀ᶠ x in 𝓝 (0 : ℝ), IsDensityMatrix (D x))
    (hd : ∀ i j, HasDerivAt (fun x => D x i j) (D' i j) 0) (hP : D 0 * D 0 = D 0)
    (hF : F * D 0 = D 0 * F) :
    HasDerivAt (fun x => Matrix.trace (F * D x)) 0 0 := by
  obtain ⟨h1, h2⟩ := diagonal_blocks_vanish hD hd hP
  -- only the occupied-virtual blocks of the response survive
  have hdec : D' = D 0 * D' * (1 - D 0) + (1 - D 0) * D' * D 0 := by
    linear_combination (norm := noncomm_ring) h1 + h2
  have z1 : (1 - D 0) * (F * D 0) = 0 := by
    rw [hF, ← mul_assoc, sub_mul, one_mul, hP, sub_self, zero_mul]
  have z2 : D 0 * (F * (1 - D 0)) = 0 := by
    rw [mul_sub, mul_one, hF, mul_sub, ← mul_assoc, hP, sub_self]
  have ht : Matrix.trace (F * D') = 0 := by
    have h := congrArg (fun M => F * M) hdec
    simp only [mul_add, ← mul_assoc] at h
    rw [h, Matrix.trace_add, Matrix.trace_mul_comm (F * D 0 * D'),
      Matrix.trace_mul_comm (F * (1 - D 0) * D'), ← mul_assoc (1 - D 0) (F * D 0) D', z1,
      ← mul_assoc (D 0) (F * (1 - D 0)) D', z2, zero_mul, Matrix.trace_zero, add_zero]
  rw [← ht]
  simp only [Matrix.trace, Matrix.diag_apply, Matrix.mul_apply]
  exact HasDerivAt.fun_sum fun i _ => HasDerivAt.fun_sum fun j _ => (hd j i).const_mul _

/-- A two-orbital family with occupied-virtual mixing linear in `x` and a population transfer
quadratic in `x`. -/
noncomputable def twoOrbital (x : ℝ) : Matrix (Fin 2) (Fin 2) ℂ :=
  !![1 - (x : ℂ) ^ 2, (x : ℂ) / 2; (x : ℂ) / 2, (x : ℂ) ^ 2]

/-- The two-orbital family consists of density matrices near 0, is idempotent at 0, and has a
purely off-diagonal, nonzero derivative there. -/
theorem twoOrbital_witness :
    (∀ᶠ x in 𝓝 (0 : ℝ), IsDensityMatrix (twoOrbital x)) ∧
    twoOrbital 0 * twoOrbital 0 = twoOrbital 0 ∧
    ∀ i j, HasDerivAt (fun x => twoOrbital x i j)
      ((!![0, 1 / 2; 1 / 2, 0] : Matrix (Fin 2) (Fin 2) ℂ) i j) 0 := by
  refine ⟨?_, ?_, ?_⟩
  · filter_upwards [Ioo_mem_nhds (show (-1 / 2 : ℝ) < 0 by norm_num)
      (show (0 : ℝ) < 1 / 2 by norm_num)] with x hx
    refine ⟨?_, fun μ v hv e => ?_⟩
    · change (twoOrbital x)ᴴ = twoOrbital x
      ext i j
      fin_cases i <;> fin_cases j <;> simp [twoOrbital, Matrix.conjTranspose_apply]
    · have e0 := congrFun e 0
      have e1 := congrFun e 1
      simp [twoOrbital, Matrix.mulVec, dotProduct, Fin.sum_univ_two] at e0 e1
      -- the characteristic equation
      have hc : (1 - (x : ℂ) ^ 2 - μ) * ((x : ℂ) ^ 2 - μ) - ((x : ℂ) / 2) ^ 2 = 0 := by
        by_contra hc
        apply hv
        funext i
        fin_cases i
        · change v 0 = 0
          refine (mul_eq_zero.1 ?_).resolve_left hc
          linear_combination ((x : ℂ) ^ 2 - μ) * e0 - ((x : ℂ) / 2) * e1
        · change v 1 = 0
          refine (mul_eq_zero.1 ?_).resolve_left hc
          linear_combination (1 - (x : ℂ) ^ 2 - μ) * e1 - ((x : ℂ) / 2) * e0
      have hr : (1 - x ^ 2 - μ) * (x ^ 2 - μ) - (x / 2) ^ 2 = 0 := by exact_mod_cast hc
      have hx2 : 0 ≤ 3 / 4 - x ^ 2 := by nlinarith [hx.1, hx.2]
      have hm : 0 ≤ μ - μ ^ 2 := by
        have := mul_nonneg (sq_nonneg x) hx2
        linarith
      constructor <;> nlinarith
  · ext i j
    fin_cases i <;> fin_cases j <;> simp [twoOrbital, Matrix.mul_apply, Fin.sum_univ_two]
  · have hx : HasDerivAt (fun x : ℝ => (x : ℂ)) 1 0 := by
      simpa using (hasDerivAt_id (0 : ℝ)).ofReal_comp
    have h2 : HasDerivAt (fun x : ℝ => (x : ℂ) ^ 2) 0 0 := by simpa using hx.fun_pow 2
    have h1 : HasDerivAt (fun x : ℝ => 1 - (x : ℂ) ^ 2) 0 0 := by
      simpa using h2.const_sub 1
    intro i j
    fin_cases i <;> fin_cases j
    · exact h1
    · exact hx.div_const 2
    · exact hx.div_const 2
    · exact h2

end FirstOrderDensityResponse
```

```lean
#print axioms FirstOrderDensityResponse.diagonal_blocks_vanish
#print axioms FirstOrderDensityResponse.energy_stationary
```

```
'FirstOrderDensityResponse.diagonal_blocks_vanish' depends on axioms: [propext, Classical.choice, Quot.sound]
'FirstOrderDensityResponse.energy_stationary' depends on axioms: [propext, Classical.choice, Quot.sound]
```

## The proof in Lean

`posSemidef_of_eigenvalues` is where the spectral theorem enters: it applies the eigenvalue hypothesis to Mathlib's orthonormal eigenvector basis. `population_bounds` uses it twice. Positivity of $D$ gives the lower bound, and positivity of $1-D$ gives the upper one, since an eigenvalue $\mu$ of $1-D$ is an eigenvalue $1-\mu$ of $D$. This replaces the explicit sum over $k$.

`hasDerivAt_population` differentiates the finite double sum $v^\dagger D(x)v$ term by term. `population_stationary` then carries out the extremum argument. Because `population` is complex-valued, its real and imaginary parts are treated separately. The real part has a local minimum or maximum, handled by `IsLocalMin.hasDerivAt_eq_zero` and `IsLocalMax.hasDerivAt_eq_zero`. The imaginary part is zero throughout a neighbourhood of 0, so its derivative is zero as well.

`block_eq_zero` is the polarisation step for any Hermitian `R`. Hermiticity turns $(Rv)^\dagger M(Rv)$ into $v^\dagger RMRv$. The expressions `h1` and `h2` come from $u+w$ and $u+iw$, and `linear_combination` solves them for $u^\dagger Bw$. Choosing unit vectors for $u$ and $w$ then gives the individual matrix entries.

`diagonal_blocks_vanish` applies this lemma with $R=P$ and $R=1-P$. Idempotency shows that $Pv$ is fully occupied and $(1-P)v$ is empty. Uniqueness of the derivative identifies the value $v^\dagger D'v$ from `hasDerivAt_population` with the zero from `population_stationary`.

In `energy_stationary`, `hdec` is the decomposition of $D'$ into its two surviving blocks, and `z1` and `z2` are $QFP=0$ and $PFQ=0$. `Matrix.trace_mul_comm` supplies the cyclic property. The last lines differentiate the trace entry by entry.

`twoOrbital_witness` checks that the two-orbital family meets all the hypotheses with a nonzero $D'$. For $|x|<1/2$, a nonzero eigenvector forces the characteristic equation `hc`, which rearranges to

$$\mu-\mu^2=x^2\left(\tfrac34-x^2\right)\ge0 ,$$

and therefore $0\le\mu\le1$. The remaining goals are idempotency at 0 and the four entrywise derivatives.
